# With positive definite damping, every anti-Hermitian Keldysh component has exactly one distribution matrix, and it is Hermitian

A molecule between two leads at different voltages can settle into a steady state with no single temperature or chemical potential. In equilibrium, one number per frequency fixes the occupations: \(\tanh(\beta\omega/2)\) for fermions, with \(\beta\) the inverse temperature and \(\omega\) measured from the chemical potential. Away from equilibrium this number is commonly replaced by a matrix \(F\) in orbital space, through

\[ K = RF - FR^\dagger . \]

Here \(R\) is the inverse retarded propagator at one frequency and \(K\) the Keldysh component of the inverse propagator, which is anti-Hermitian. Does such an \(F\) always exist, and is it unique?

It does and it is, provided that the damping matrix \(B=(R-R^\dagger)/(2i)\) is positive definite: every combination of orbitals is damped directly at that frequency, by the leads or by scattering. Under this condition, a steady-state transport calculation in a finite orbital basis may store \(F\) in place of \(K\), since \(R\) and \(F\) give \(K\) back. If the leads are the only source of damping and couple only to the end atoms of a longer molecule, \(B\) is singular and the existence and uniqueness theorems below do not apply; the last section returns to this case.

## Matrices at one frequency

Orbitals are labelled by a finite type `n`, and operators are matrices of type `Matrix n n ℂ`.

In Lean 4 with Mathlib:

```lean
import Mathlib

open Matrix
open scoped ComplexOrder

namespace KeldyshDistribution

noncomputable section

variable {n : Type*} [Fintype n]
```

The damping matrix is \(B\); `ᴴ` denotes the adjoint.

```lean
/-- The damping matrix `(R - R†)/(2i)` of a complex square matrix `R`. -/
def damping (R : Matrix n n ℂ) : Matrix n n ℂ :=
  (1 / (2 * Complex.I)) • (R - Rᴴ)
```

The right-hand side of the parametrisation becomes a function of \(R\) and \(F\).

```lean
/-- The Keldysh component `R F - F R†` built from `R` and a distribution matrix `F`. -/
def keldysh (R F : Matrix n n ℂ) : Matrix n n ℂ :=
  R * F - F * Rᴴ
```

The theorems take \(R\) and \(K\) as given matrices. Identifying them with the propagator components of an actual steady state is left to the physics.

## Damping balance

Let \(z=\operatorname{tr}(X^\dagger RX)\) for any matrix \(X\). Since \(\operatorname{tr}(X^\dagger R^\dagger X)=z^*\),

\[ \operatorname{tr}(X^\dagger BX)=\frac{z-z^*}{2i}=\operatorname{Im}z . \]

In the proof, `h` is the conjugation step and `hz` the formula for \(z-z^*\).

```lean
/-- The trace of `X† B X`, with `B` the damping matrix of `R`, is the imaginary part
of the trace of `X† R X`. -/
theorem trace_damping (R X : Matrix n n ℂ) :
    trace (Xᴴ * damping R * X) = ((trace (Xᴴ * R * X)).im : ℂ) := by
  have h : trace (Xᴴ * Rᴴ * X) = star (trace (Xᴴ * R * X)) := by
    rw [← trace_conjTranspose, conjTranspose_mul, conjTranspose_mul,
      conjTranspose_conjTranspose, Matrix.mul_assoc]
  have hz : ∀ z : ℂ, z - star z = 2 * (z.im : ℂ) * Complex.I := by
    intro z
    have h := Complex.sub_conj z
    push_cast at h
    exact h
  have hI := Complex.I_ne_zero
  unfold damping
  rw [Matrix.mul_smul, Matrix.smul_mul, trace_smul, Matrix.mul_sub, Matrix.sub_mul,
    trace_sub, h, hz, smul_eq_mul]
  field_simp
```

Next, cyclicity gives \(\operatorname{tr}(F^\dagger FR^\dagger)=\operatorname{tr}(FR^\dagger F^\dagger)=\operatorname{tr}(FRF^\dagger)^*\), which is `h3` below. Conjugation flips the sign of the imaginary part, so the two terms add:

\[ \operatorname{Im}\operatorname{tr}F^\dagger(RF-FR^\dagger)=\operatorname{Im}\operatorname{tr}(F^\dagger RF)+\operatorname{Im}\operatorname{tr}(FRF^\dagger)=\operatorname{tr}(F^\dagger BF)+\operatorname{tr}(FBF^\dagger). \]

The last equality uses the previous result with \(X=F\) and \(X=F^\dagger\).

```lean
/-- Balance equation: the imaginary part of `tr F†(R F - F R†)` is the sum of the two
damping terms `tr F† B F` and `tr F B F†`, with `B` the damping matrix of `R`. -/
theorem damping_balance (R F : Matrix n n ℂ) :
    (trace (Fᴴ * keldysh R F)).im =
      (trace (Fᴴ * damping R * F)).re + (trace (F * damping R * Fᴴ)).re := by
  have h1 := trace_damping R F
  have h2 := trace_damping R Fᴴ
  rw [conjTranspose_conjTranspose] at h2
  have h3 : trace (Fᴴ * (F * Rᴴ)) = star (trace (F * R * Fᴴ)) := by
    rw [← trace_conjTranspose, conjTranspose_mul, conjTranspose_mul,
      conjTranspose_conjTranspose, Matrix.trace_mul_comm, Matrix.mul_assoc]
  unfold keldysh
  rw [Matrix.mul_sub, trace_sub, h3, h1, h2, ← Matrix.mul_assoc]
  simp only [Complex.sub_im, Complex.star_def, Complex.conj_im, Complex.ofReal_re,
    sub_neg_eq_add]
```

With \(x_j\) the columns of \(X\), \(\operatorname{tr}(X^\dagger BX)=\sum_j x_j^\dagger Bx_j\). For positive definite \(B\) no term is negative, and a nonzero column gives a positive one.

```lean
/-- For positive definite `B` and nonzero `X`, the trace of `X† B X` has positive
real part. -/
theorem trace_pos {B X : Matrix n n ℂ} (hB : B.PosDef) (hX : X ≠ 0) :
    0 < (trace (Xᴴ * B * X)).re := by
  -- the trace is a sum of expectation values over the columns of X
  have hsum : trace (Xᴴ * B * X) =
      ∑ j, star (fun i => X i j) ⬝ᵥ (B *ᵥ (fun i => X i j)) := by
    rw [Matrix.mul_assoc]
    rfl
  rw [hsum, Complex.re_sum]
  apply Finset.sum_pos'
  · intro j _
    exact (Complex.le_def.1 (hB.posSemidef.dotProduct_mulVec_nonneg _)).1
  · -- some column of X is nonzero
    by_contra hcon
    apply hX
    ext i j
    by_contra hij
    apply hcon
    have hcol : (fun i => X i j) ≠ 0 := fun h => hij (congrFun h i)
    exact ⟨j, Finset.mem_univ j, (Complex.lt_def.1 (hB.dotProduct_mulVec_pos hcol)).1⟩
```

## Existence, uniqueness and Hermiticity

Suppose \(RF-FR^\dagger=0\) with \(F\neq0\). The left side of the balance vanishes while both terms on the right are positive, a contradiction that `linarith` closes. The linear map \(F\mapsto RF-FR^\dagger\) is thus injective, and in finite dimension also surjective. This holds for any \(K\), anti-Hermitian or not; `∃!` reads "exactly one".

```lean
/-- If the damping matrix of `R` is positive definite, every complex matrix `K` is
`R F - F R†` for exactly one `F`. -/
theorem existsUnique_distribution {R : Matrix n n ℂ} (hR : (damping R).PosDef)
    (K : Matrix n n ℂ) : ∃! F, K = keldysh R F := by
  let L : Matrix n n ℂ →ₗ[ℂ] Matrix n n ℂ :=
    LinearMap.mulLeft ℂ R - LinearMap.mulRight ℂ Rᴴ
  have hL : ∀ F, L F = keldysh R F := fun F => rfl
  -- a nonzero F in the kernel would violate the balance equation
  have hinj : Function.Injective L := by
    rw [injective_iff_map_eq_zero]
    intro F hF
    by_contra hne
    have hne' : Fᴴ ≠ 0 := fun h => hne (by
      rw [← conjTranspose_conjTranspose F, h, conjTranspose_zero])
    have h1 := trace_pos hR hne
    have h2 := trace_pos hR hne'
    rw [conjTranspose_conjTranspose] at h2
    have h3 := damping_balance R F
    rw [← hL, hF, Matrix.mul_zero, trace_zero, Complex.zero_im] at h3
    linarith
  -- in finite dimension an injective linear map is onto
  obtain ⟨F, hF⟩ := LinearMap.injective_iff_surjective.1 hinj K
  refine ⟨F, hF.symm, fun F' hF' => hinj ?_⟩
  rw [hF, hL]
  exact hF'.symm
```

If \(K^\dagger=-K\), then

\[ K=-K^\dagger=-(F^\dagger R^\dagger-RF^\dagger)=RF^\dagger-F^\dagger R^\dagger . \]

So \(F^\dagger\) solves the same equation, and uniqueness gives \(F^\dagger=F\). The eigenvalues of \(F\) are not bounded by this argument.

```lean
/-- Distribution-matrix parametrisation: if the damping matrix of `R` is positive definite
and `K` is anti-Hermitian, exactly one `F` satisfies `K = R F - F R†`, and it is Hermitian. -/
theorem distribution_matrix {R K : Matrix n n ℂ} (hR : (damping R).PosDef)
    (hK : Kᴴ = -K) :
    (∃! F, K = keldysh R F) ∧ ∀ F, K = keldysh R F → F.IsHermitian := by
  refine ⟨existsUnique_distribution hR K, fun F hF => ?_⟩
  -- the adjoint of F solves the same equation
  have hadj : K = keldysh R Fᴴ := by
    have h : K = -Kᴴ := by rw [hK, neg_neg]
    rw [h, hF]
    unfold keldysh
    rw [conjTranspose_sub, conjTranspose_mul, conjTranspose_mul,
      conjTranspose_conjTranspose, neg_sub]
  exact (existsUnique_distribution hR K).unique hadj hF
```

The Keldysh Green function obeys an equation of the same form, with the same \(F\) and with the retarded Green function \(G=R^{-1}\) in place of \(R\). In the next theorem \(K\) stands for this Keldysh Green function, no longer for the component of the inverse propagator. The spectral function \(i(G-G^\dagger)\) is positive definite when \(B\) is, and it equals \(-2\) times the damping matrix of \(G\), so the sign of the hypothesis is reversed. Replacing \((G,K)\) by \((-G,-K)\) leaves the equation for \(F\) unchanged and restores the earlier case.

```lean
/-- The same parametrisation with the opposite sign of damping: if the damping matrix of `G` is
negative definite and `K` is anti-Hermitian, exactly one `F` satisfies `K = G F - F G†`, and it is
Hermitian. -/
theorem distribution_matrix_retarded {G K : Matrix n n ℂ} (hG : (-damping G).PosDef)
    (hK : Kᴴ = -K) :
    (∃! F, K = keldysh G F) ∧ ∀ F, K = keldysh G F → F.IsHermitian := by
  have hd : damping (-G) = -damping G := by
    unfold damping
    rw [conjTranspose_neg]
    module
  have key : ∀ F, (-K = keldysh (-G) F) ↔ K = keldysh G F := by
    intro F
    have h : keldysh (-G) F = -keldysh G F := by
      unfold keldysh
      rw [conjTranspose_neg, Matrix.neg_mul, Matrix.mul_neg]
      abel
    rw [h, neg_inj]
  have main := distribution_matrix (R := -G) (K := -K) (by rw [hd]; exact hG)
    (by rw [conjTranspose_neg, hK])
  simp only [key] at main
  exact main
```

## Two explicit solutions

If \(K=h(R-R^\dagger)\) with a number \(h\) (not Planck's constant), then \(K=R(h1)-(h1)R^\dagger\), and uniqueness leaves only \(F=h1\). In equilibrium \(h\) is real, and for fermions it is the \(\tanh(\beta\omega/2)\) of the opening.

```lean
/-- If the damping matrix of `R` is positive definite and the Keldysh component is
`h (R - R†)` with a number `h`, the only distribution matrix is `h` times the identity. -/
theorem scalar_distribution [DecidableEq n] {R : Matrix n n ℂ}
    (hR : (damping R).PosDef) (h : ℂ) (F : Matrix n n ℂ) : h • (R - Rᴴ) = keldysh R F ↔ F = h • 1 := by
  have h1 : h • (R - Rᴴ) = keldysh R (h • 1) := by
    unfold keldysh
    rw [Matrix.mul_smul, Matrix.smul_mul, Matrix.mul_one, Matrix.one_mul, smul_sub]
  constructor
  · intro hF
    exact (existsUnique_distribution hR _).unique hF h1
  · rintro rfl
    exact h1
```

For diagonal \(R\) with entries \(r_i\), the equation reads \(K_{ij}=(r_i-r_j^*)F_{ij}\). The bracket has imaginary part \(\operatorname{Im}r_i+\operatorname{Im}r_j>0\), so one may divide by it.

```lean
/-- For diagonal `R` with entries `r i` in the open upper half plane, the distribution
matrix has the entries `K i j / (r i - conj (r j))`. -/
theorem diagonal_distribution [DecidableEq n] {r : n → ℂ} (hr : ∀ i, 0 < (r i).im)
    (K F : Matrix n n ℂ) :
    K = keldysh (diagonal r) F ↔ ∀ i j, F i j = K i j / (r i - star (r j)) := by
  rw [← Matrix.ext_iff]
  refine forall_congr' fun i => forall_congr' fun j => ?_
  have hne : r i - star (r j) ≠ 0 := by
    intro h
    have him := congrArg Complex.im h
    simp only [Complex.sub_im, Complex.star_def, Complex.conj_im, Complex.zero_im] at him
    linarith [hr i, hr j]
  have hentry : keldysh (diagonal r) F i j = r i * F i j - F i j * star (r j) := by
    unfold keldysh
    rw [diagonal_conjTranspose, Matrix.sub_apply, diagonal_mul, mul_diagonal, Pi.star_apply]
  rw [hentry, eq_div_iff hne]
  constructor <;> intro h <;> linear_combination -h
```

## No damping at all

For Hermitian \(R\), \(RF-FR^\dagger\) is a commutator and has zero trace. The anti-Hermitian matrix \(i1\) has trace \(iN\), with \(N\geq1\) the number of orbitals, so no \(F\) produces it. This is an algebraic counterexample, not the Keldysh component of an isolated system. An isolated system of noninteracting particles has \(K=0\), and every \(F\) that commutes with \(R\) is then a solution, so existence holds and uniqueness fails.

```lean
/-- Without damping the parametrisation fails: for Hermitian `R` of nonzero size, the
anti-Hermitian matrix `i 1` is not of the form `R F - F R†`. -/
theorem no_distribution_without_damping [DecidableEq n] [Nonempty n]
    {R : Matrix n n ℂ} (hR : R.IsHermitian) :
    (Complex.I • (1 : Matrix n n ℂ))ᴴ = -(Complex.I • (1 : Matrix n n ℂ)) ∧
      ¬ ∃ F, Complex.I • (1 : Matrix n n ℂ) = keldysh R F := by
  constructor
  · rw [conjTranspose_smul, conjTranspose_one, Complex.star_def, Complex.conj_I, neg_smul]
  · rintro ⟨F, hF⟩
    -- a commutator has zero trace
    have ht := congrArg trace hF
    unfold keldysh at ht
    rw [hR.eq, trace_sub, Matrix.trace_mul_comm R F, sub_self, trace_smul, trace_one,
      smul_eq_mul] at ht
    have hc : (Fintype.card n : ℂ) ≠ 0 := Nat.cast_ne_zero.2 Fintype.card_ne_zero
    exact mul_ne_zero Complex.I_ne_zero hc ht

end

end KeldyshDistribution
```

```lean
#print axioms KeldyshDistribution.distribution_matrix
-- 'KeldyshDistribution.distribution_matrix' depends on axioms: [propext, Classical.choice, Quot.sound]
#print axioms KeldyshDistribution.distribution_matrix_retarded
-- 'KeldyshDistribution.distribution_matrix_retarded' depends on axioms: [propext, Classical.choice, Quot.sound]
#print axioms KeldyshDistribution.diagonal_distribution
-- 'KeldyshDistribution.diagonal_distribution' depends on axioms: [propext, Classical.choice, Quot.sound]
#print axioms KeldyshDistribution.no_distribution_without_damping
-- 'KeldyshDistribution.no_distribution_without_damping' depends on axioms: [propext, Classical.choice, Quot.sound]
```

## A spectral hypothesis instead

The damping condition could be replaced by the requirement that \(R\) and \(R^\dagger\) share no eigenvalue. By the standard theory of Sylvester equations, which is quoted here and not formalised, this weaker condition still gives a unique \(F\). It would admit chains in which only the end sites touch a bath and the inner sites decay through hopping, but there the damping terms in the balance can vanish for nonzero \(F\), so the proof above does not carry over unchanged.
